# Projecting a kicked PAW state back onto its basis never raises the norm

## From the kick to a linear system

A real-time calculation of an absorption spectrum often begins by multiplying each occupied orbital by a phase exp(ikx) at time zero. This is the delta kick: a uniform electric field that acts for an instant and adds the same momentum to every electron. The orbitals are then propagated, and the spectrum is obtained from the time-dependent dipole moment.

In a projector augmented-wave (PAW) calculation the orbital is stored as a vector u of pseudo coefficients. A linear map T turns u into the all-electron state Tu, and the kick, a unitary operator U, acts on that state. To continue, the program needs coefficients again. One direct scheme, the one studied here, uses localised basis functions χ_μ and computes

b_μ = Σ_ν ⟨Tχ_μ| exp(ikx) |Tχ_ν⟩ u_ν,

where Tχ_μ, column μ of T, is the all-electron form of χ_μ. It then solves

S w = b, with S = T*T.

The solution is w = S⁻¹T*UTu, the best fit to the kicked state within the basis. The product of a basis function and a phase is in general not a combination of basis functions, so the fit can miss part of the state. If the later propagation conserves ⟨w,Sw⟩, the missing norm is never recovered.

PAW programs usually evaluate the matrix elements in b and S as a smooth part plus atom-centred corrections. This form is exact if the partial-wave expansion of the basis functions is complete inside the augmentation spheres. The result below is for the exact matrix elements.

## The inequality and its equality case

Let T be injective and U unitary. Then, for every u,

⟨w,Sw⟩ ≤ ⟨u,Su⟩,

with equality if and only if UTu lies in the range of T.

This is the theorem `kick_loses_norm`. Its ingredients correspond to the physics as follows.

- The finite type `m` labels all-electron amplitudes, for example grid points, and `n` labels pseudo coefficients. `T : Matrix m n ℂ` is the PAW transformation.
- `overlap T` is S, and `electronNumber T u` is the real part of ⟨u,Su⟩. The theorem `overlap_expectation` shows that ⟨u,Su⟩ has no imaginary part. Despite the identifier, `electronNumber` is the squared norm of one orbital, equal to 1 for a normalised orbital, and not the total electron count of a system.
- `kickedState T U u` is w, so it already includes the projection.
- `Function.Injective T.mulVec` says that different coefficient vectors give different vectors of all-electron amplitudes, that is, the basis has no linear dependence after the transformation.
- `U ∈ Matrix.unitaryGroup m ℂ` says that the kick itself conserves the all-electron norm. Any such U is allowed. The delta kick is `deltaKick k x`, a diagonal matrix of phases exp(ikx_j), where x_j is the coordinate of point j and k is the kick strength, not a Bloch wave vector. The theorem `deltaKick_unitary` shows that it qualifies.

The inner product is the plain sum over `m`, conjugate-linear in its first argument, so on a grid the square root of the volume element is absorbed into the amplitudes. The step from this finite set of amplitudes to the continuous all-electron space is not part of the proof.

For real-time density-functional calculations the result concerns the instant of the kick, one orbital at a time and in a finite-dimensional model; it makes no statement about the propagation that follows.

## Pythagoras in the all-electron space

Write ‖v‖² = Σ_j |v_j|² for an all-electron state v. Moving T* across the inner product gives

⟨u,Su⟩ = ⟨u,T*Tu⟩ = ⟨Tu,Tu⟩ = ‖Tu‖².

**S is invertible.** If Sz = 0, then ‖Tz‖² = ⟨z,Sz⟩ = 0, so Tz = 0, and injectivity gives z = 0. A square matrix with trivial kernel is invertible.

**The missed part is orthogonal to the basis.** Let r = UTu − Tw be the residual. Then

T*r = T*UTu − S S⁻¹T*UTu = 0.

**The norms add.** Since UTu = Tw + r, and the cross term ⟨Tw,r⟩ = ⟨w,T*r⟩ vanishes together with its conjugate,

‖UTu‖² = ‖Tw‖² + ‖r‖².

Unitarity gives ‖UTu‖² = ‖Tu‖², and therefore

⟨u,Su⟩ = ⟨w,Sw⟩ + ‖r‖².

This balance, `norm_balance` in the code, identifies the loss of squared norm as the squared length of the residual. The inequality follows from ‖r‖² ≥ 0.

**Equality.** If nothing is lost, then ‖r‖² = 0, so r = 0 and UTu = Tw lies in the range of T. Conversely, suppose UTu = Tv for some v. Then

w = S⁻¹T*Tv = v,

so ⟨w,Sw⟩ = ‖Tv‖² = ‖UTu‖² = ‖Tu‖² = ⟨u,Su⟩.

## Two grid points and one basis function

Take two points with coordinates x₀ and x₁, and a single basis function equal to 1 on both. Then S = 2. The state u = 1 has ⟨u,Su⟩ = 2. The kick turns the amplitudes (1, 1) into (exp(ikx₀), exp(ikx₁)), and the projection returns their mean:

w = ½ (exp(ikx₀) + exp(ikx₁)).

Hence

⟨w,Sw⟩ = 2|w|² = ½ |exp(ikx₀) + exp(ikx₁)|² = 1 + cos(k(x₁ − x₀)).

For a normalised initial state the retained squared norm is half of this, cos²(k(x₁ − x₀)/2). For a weak kick the lost fraction is approximately k²(x₁ − x₀)²/4, quadratic in the kick strength. When k(x₁ − x₀) = π the two amplitudes have opposite signs, the kicked state is orthogonal to the basis function, and the projection returns zero.

At the other limit, a basis with as many functions as there are grid points spans the whole space when T is injective, and no kick loses norm.

## The Lean file

```lean
import Mathlib

open Matrix

namespace PAWDeltaKick

noncomputable section

variable {m n : Type*} [Fintype m] [Fintype n]

/-- The PAW overlap matrix `S = T* T` of the transformation `T` from pseudo coefficients
to all-electron amplitudes. -/
def overlap (T : Matrix m n ℂ) : Matrix n n ℂ := Tᴴ * T

/-- The squared norm `⟨u, S u⟩` of the single orbital with pseudo coefficients `u`, taken as a real
number. -/
def electronNumber (T : Matrix m n ℂ) (u : n → ℂ) : ℝ :=
  (star u ⬝ᵥ (overlap T *ᵥ u)).re

/-- The squared norm of an all-electron state. -/
def sqNorm (v : m → ℂ) : ℝ := ∑ i, ‖v i‖ ^ 2

/-- The projected kicked state `w = S⁻¹ T* U T u`, for a transformation `T` whose overlap
matrix `S` is invertible. -/
def kickedState [DecidableEq n] (T : Matrix m n ℂ) (U : Matrix m m ℂ) (u : n → ℂ) : n → ℂ :=
  (overlap T)⁻¹ *ᵥ (Tᴴ *ᵥ (U *ᵥ (T *ᵥ u)))

/-- The delta kick of strength `k`: the amplitude at the grid point with coordinate `x j`
is multiplied by the phase `exp (i k x j)`. -/
def deltaKick [DecidableEq m] (k : ℝ) (x : m → ℝ) : Matrix m m ℂ :=
  diagonal fun j => Complex.exp (((k * x j : ℝ) : ℂ) * Complex.I)

lemma star_dot_self (v : m → ℂ) : star v ⬝ᵥ v = ((sqNorm v : ℝ) : ℂ) := by
  unfold sqNorm dotProduct
  push_cast
  exact Finset.sum_congr rfl fun i _ => Complex.conj_mul' (v i)

lemma eq_zero_of_sqNorm {v : m → ℂ} (h : sqNorm v = 0) : v = 0 := by
  unfold sqNorm at h
  rw [Finset.sum_eq_zero_iff_of_nonneg (fun i _ => sq_nonneg ‖v i‖)] at h
  funext i
  simpa using h i (Finset.mem_univ i)

/-- The overlap expectation value `⟨u, S u⟩` is real and equals the squared norm of the
all-electron state `T u`. -/
theorem overlap_expectation (T : Matrix m n ℂ) (u : n → ℂ) :
    star u ⬝ᵥ (overlap T *ᵥ u) = ((sqNorm (T *ᵥ u) : ℝ) : ℂ) := by
  rw [← star_dot_self, overlap, ← Matrix.mulVec_mulVec,
    Matrix.dotProduct_mulVec (star u) Tᴴ, ← Matrix.star_mulVec]

lemma electronNumber_eq (T : Matrix m n ℂ) (u : n → ℂ) :
    electronNumber T u = sqNorm (T *ᵥ u) := by
  rw [electronNumber, overlap_expectation, Complex.ofReal_re]

lemma sqNorm_unitary [DecidableEq m] {U : Matrix m m ℂ} (hU : U ∈ Matrix.unitaryGroup m ℂ)
    (v : m → ℂ) : sqNorm (U *ᵥ v) = sqNorm v := by
  have h : Uᴴ * U = 1 := Matrix.mem_unitaryGroup_iff'.mp hU
  apply Complex.ofReal_injective
  rw [← star_dot_self, ← star_dot_self, Matrix.star_mulVec, ← Matrix.dotProduct_mulVec,
    Matrix.mulVec_mulVec, h, Matrix.one_mulVec]

/-- If the transformation `T` is injective, its overlap matrix is invertible. -/
theorem overlap_invertible [DecidableEq n] {T : Matrix m n ℂ}
    (hT : Function.Injective T.mulVec) : IsUnit (overlap T).det := by
  rw [← Matrix.isUnit_iff_isUnit_det, ← Matrix.mulVec_injective_iff_isUnit]
  intro x y hxy
  have h0 : overlap T *ᵥ (x - y) = 0 := by
    rw [Matrix.mulVec_sub]
    exact sub_eq_zero.mpr hxy
  -- `⟨z, S z⟩ = 0` for `z = x - y`, so `T z` has zero norm
  have h1 : sqNorm (T *ᵥ (x - y)) = 0 := by
    rw [← electronNumber_eq, electronNumber, h0, dotProduct_zero, Complex.zero_re]
  have h2 := eq_zero_of_sqNorm h1
  rw [Matrix.mulVec_sub] at h2
  exact hT (sub_eq_zero.mp h2)

/-- For injective `T`, the part of the kicked all-electron state that the projection misses
is orthogonal to every state in the range of `T`. -/
theorem residual_orthogonal [DecidableEq n] {T : Matrix m n ℂ}
    (hT : Function.Injective T.mulVec) (U : Matrix m m ℂ) (u : n → ℂ) :
    Tᴴ *ᵥ (U *ᵥ (T *ᵥ u) - T *ᵥ kickedState T U u) = 0 := by
  have h := overlap_invertible hT
  rw [overlap] at h
  rw [Matrix.mulVec_sub, Matrix.mulVec_mulVec _ Tᴴ T, kickedState, overlap,
    Matrix.mulVec_mulVec _ (Tᴴ * T), Matrix.mul_nonsing_inv _ h, Matrix.one_mulVec, sub_self]

lemma pythagoras (T : Matrix m n ℂ) (w : n → ℂ) (r : m → ℂ) (h : Tᴴ *ᵥ r = 0) :
    sqNorm (T *ᵥ w + r) = sqNorm (T *ᵥ w) + sqNorm r := by
  -- both cross terms vanish
  have h1 : star (T *ᵥ w) ⬝ᵥ r = 0 := by
    rw [Matrix.star_mulVec, ← Matrix.dotProduct_mulVec, h, dotProduct_zero]
  have h2 : star r ᵥ* T = 0 := by
    have h3 := Matrix.star_mulVec Tᴴ r
    rw [h, star_zero, Matrix.conjTranspose_conjTranspose] at h3
    exact h3.symm
  apply Complex.ofReal_injective
  rw [Complex.ofReal_add, ← star_dot_self, ← star_dot_self, ← star_dot_self, star_add,
    add_dotProduct, dotProduct_add, dotProduct_add, h1, Matrix.dotProduct_mulVec (star r) T,
    h2, zero_dotProduct, add_zero, zero_add]

/-- For injective `T` and a unitary kick `U`, the squared norm `⟨u, S u⟩` is `⟨w, S w⟩`, with `w`
the projected kicked state, plus the squared norm of the part `U T u - T w` missed by the
projection. -/
theorem norm_balance [DecidableEq m] [DecidableEq n] {T : Matrix m n ℂ}
    (hT : Function.Injective T.mulVec) {U : Matrix m m ℂ}
    (hU : U ∈ Matrix.unitaryGroup m ℂ) (u : n → ℂ) :
    electronNumber T u = electronNumber T (kickedState T U u)
      + sqNorm (U *ᵥ (T *ᵥ u) - T *ᵥ kickedState T U u) := by
  have h := pythagoras T (kickedState T U u) _ (residual_orthogonal hT U u)
  rw [add_sub_cancel, sqNorm_unitary hU] at h
  rw [electronNumber_eq, electronNumber_eq, h]

/-- For injective `T` and a unitary kick `U`, the projected kicked state `w` satisfies
`⟨w, S w⟩ ≤ ⟨u, S u⟩`, with equality exactly when `U T u` lies in the range of `T`. -/
theorem kick_loses_norm [DecidableEq m] [DecidableEq n] {T : Matrix m n ℂ}
    (hT : Function.Injective T.mulVec) {U : Matrix m m ℂ}
    (hU : U ∈ Matrix.unitaryGroup m ℂ) (u : n → ℂ) :
    electronNumber T (kickedState T U u) ≤ electronNumber T u ∧
    (electronNumber T (kickedState T U u) = electronNumber T u ↔
      U *ᵥ (T *ᵥ u) ∈ Set.range T.mulVec) := by
  have hb := norm_balance hT hU u
  have hnn : ∀ v : m → ℂ, 0 ≤ sqNorm v := fun v =>
    Finset.sum_nonneg fun i _ => sq_nonneg ‖v i‖
  refine ⟨by linarith [hnn (U *ᵥ (T *ᵥ u) - T *ᵥ kickedState T U u)], fun h => ?_, ?_⟩
  · -- no loss: the residual vanishes
    have h0 := eq_zero_of_sqNorm (v := U *ᵥ (T *ᵥ u) - T *ᵥ kickedState T U u) (by linarith)
    exact ⟨kickedState T U u, (sub_eq_zero.mp h0).symm⟩
  · -- a representable kicked state is reproduced by the projection
    rintro ⟨v, hv⟩
    have h := overlap_invertible hT
    rw [overlap] at h
    have hw : kickedState T U u = v := by
      rw [kickedState, ← hv, overlap, Matrix.mulVec_mulVec v Tᴴ T, Matrix.mulVec_mulVec,
        Matrix.nonsing_inv_mul _ h, Matrix.one_mulVec]
    rw [hw, electronNumber_eq, electronNumber_eq, ← sqNorm_unitary hU (T *ᵥ u), ← hv]

/-- The delta kick is unitary. -/
theorem deltaKick_unitary [DecidableEq m] (k : ℝ) (x : m → ℝ) :
    deltaKick k x ∈ Matrix.unitaryGroup m ℂ := by
  -- any diagonal matrix of phases is unitary
  have key : ∀ e : m → ℂ, (∀ j, ‖e j‖ = 1) → diagonal e ∈ Matrix.unitaryGroup m ℂ := by
    intro e he
    have h : (fun j => star e j * e j) = fun _ => (1 : ℂ) := by
      funext j
      exact (Complex.conj_mul' (e j)).trans (by rw [he j]; norm_num)
    rw [Matrix.mem_unitaryGroup_iff', Matrix.star_eq_conjTranspose,
      Matrix.diagonal_conjTranspose, Matrix.diagonal_mul_diagonal, h, Matrix.diagonal_one]
  exact key _ fun j => Complex.norm_exp_ofReal_mul_I (k * x j)

/-- The transformation for two grid points and one basis function equal to 1 on both. -/
def pairBasis : Matrix (Fin 2) Unit ℂ := Matrix.of fun _ _ => 1

lemma pair_kicked (d : Fin 2 → ℂ) :
    kickedState pairBasis (diagonal d) (fun _ => 1) = fun _ => (1 / 2) * (d 0 + d 1) := by
  have hS : (overlap pairBasis)⁻¹ = Matrix.of fun _ _ => (1 / 2 : ℂ) := by
    apply Matrix.inv_eq_right_inv
    ext i j
    norm_num [overlap, pairBasis, Matrix.mul_apply, Matrix.one_apply]
  have hT : pairBasis *ᵥ (fun _ => 1) = fun _ => 1 := by
    funext j
    simp [pairBasis, Matrix.mulVec, dotProduct]
  have hd : diagonal d *ᵥ (fun _ => 1) = d := by
    funext j
    rw [Matrix.mulVec_diagonal, mul_one]
  rw [kickedState, hS, hT, hd]
  funext i
  simp [pairBasis, Matrix.mulVec, dotProduct, Fin.sum_univ_two]

lemma pair_number (z : ℂ) : electronNumber pairBasis (fun _ => z) = 2 * ‖z‖ ^ 2 := by
  rw [electronNumber_eq]
  simp [sqNorm, pairBasis, Matrix.mulVec, dotProduct]

/-- With two grid points and a single basis function equal to 1 on both, a delta kick of strength
`k` followed by the projection takes the squared norm of the state with coefficient 1 from 2 to
`1 + cos (k (x 1 - x 0))`. -/
theorem two_point_kick (k : ℝ) (x : Fin 2 → ℝ) :
    electronNumber pairBasis (fun _ => 1) = 2 ∧
    electronNumber pairBasis (kickedState pairBasis (deltaKick k x) (fun _ => 1))
      = 1 + Real.cos (k * (x 1 - x 0)) := by
  refine ⟨by rw [pair_number 1]; norm_num, ?_⟩
  have h2 : (1 / 2 : ℂ) = ((1 / 2 : ℝ) : ℂ) := by norm_num
  rw [deltaKick, pair_kicked, pair_number, Complex.sq_norm, Complex.normSq_mul, h2,
    Complex.normSq_ofReal, Complex.normSq_apply, Complex.add_re, Complex.add_im,
    Complex.exp_ofReal_mul_I_re, Complex.exp_ofReal_mul_I_re, Complex.exp_ofReal_mul_I_im,
    Complex.exp_ofReal_mul_I_im, mul_sub, Real.cos_sub]
  linear_combination (1 / 2) * Real.sin_sq_add_cos_sq (k * x 0)
    + (1 / 2) * Real.sin_sq_add_cos_sq (k * x 1)

end

end PAWDeltaKick
```

```lean
#print axioms PAWDeltaKick.norm_balance
#print axioms PAWDeltaKick.kick_loses_norm
#print axioms PAWDeltaKick.deltaKick_unitary
#print axioms PAWDeltaKick.two_point_kick
```

```
'PAWDeltaKick.norm_balance' depends on axioms: [propext, Classical.choice, Quot.sound]
'PAWDeltaKick.kick_loses_norm' depends on axioms: [propext, Classical.choice, Quot.sound]
'PAWDeltaKick.deltaKick_unitary' depends on axioms: [propext, Classical.choice, Quot.sound]
'PAWDeltaKick.two_point_kick' depends on axioms: [propext, Classical.choice, Quot.sound]
```

## How the lemmas carry the derivation

**Norms.** `star_dot_self` identifies the inner product of a vector with itself as the sum of squared moduli, and `eq_zero_of_sqNorm` says that a vector of zero norm is zero. In `overlap_expectation` the rewriting moves `Tᴴ`, Lean's notation for T*, to the other side of the inner product. `electronNumber_eq` takes the real part, after which `electronNumber T u` can be replaced by ‖Tu‖² wherever it occurs. `sqNorm_unitary` uses `Uᴴ * U = 1` to remove the kick from a norm.

**Invertibility.** `overlap_invertible` proves that S is injective as a map and uses the equivalence with invertibility for square matrices. It takes two vectors with the same image under S and applies the kernel argument above to their difference. The conclusion is stated as `IsUnit (overlap T).det`, the form needed to cancel S against its inverse.

**Residual and balance.** `residual_orthogonal` expands T*r and performs that cancellation with `Matrix.mul_nonsing_inv`. `pythagoras` is stated for any r with T*r = 0: its two intermediate facts `h1` and `h2` remove the two cross terms. `norm_balance` applies it to the actual residual; `add_sub_cancel` recombines Tw + (UTu − Tw) into UTu, and `sqNorm_unitary` then removes U.

**The main theorem.** In `kick_loses_norm` the balance is the fact `hb`, and `hnn` records that squared norms are non-negative. `linarith` obtains the inequality from these two. In the forward direction of the equivalence, `linarith` finds that the residual has zero norm, and w itself is supplied as the coefficient vector that represents UTu. In the reverse direction, `hw` is the computation w = v, and the last line compares the norms through unitarity.

**The delta kick and the example.** `deltaKick_unitary` first shows that any diagonal matrix with entries of modulus 1 is unitary, and then that exp(ikx_j) has modulus 1. For the two-point model, `pair_kicked` computes w for an arbitrary diagonal matrix and `pair_number` evaluates 2|z|² for a coefficient z. `two_point_kick` combines them by direct calculation, without using the inequality. After the exponentials are split into cosines and sines, `linear_combination` adds half of sin² + cos² = 1 at each of the two points, which supplies the constant 1 in the result; the mixed products form the cosine of the difference.
